# Klein's inequality and the Gibbs free-energy bound for finite density matrices

If some density matrix had a lower free energy than the Gibbs state, exact minimisation of the free energy over all density matrices would not give the Gibbs state. Klein's inequality shows that no such density matrix exists in finite dimension at positive temperature.

## The bound and its equality case

Let ρ and σ be density matrices of the same finite size, with σ of full rank. Then

tr(ρ log σ) ≤ tr(ρ log ρ),

with equality exactly when ρ = σ. The state ρ may have zero eigenvalues, with 0 log 0 = 0, so pure states are included.

Now let H be a Hermitian matrix with eigenvalues E_j, let β be a real number, and let Z = Σ_j exp(−βE_j). Choosing σ = exp(−βH)/Z gives

β tr(ρH) + tr(ρ log ρ) ≥ −log Z,

with equality only at the Gibbs state. For β > 0, division by β turns the left side into the free energy, energy minus temperature times entropy, with temperature 1/β in units where Boltzmann's constant is one and with entropy −tr(ρ log ρ).

## Free-energy minimisation in a finite basis

A variational thermal-state code that works in a finite Hilbert space and evaluates energy and entropy exactly can use −log Z as a floor for β tr(ρH) + tr(ρ log ρ). On a system small enough to diagonalise, a value below the floor by more than rounding error points to a fault, such as weights that do not sum to one or trial eigenvectors that have lost orthonormality. If the entropy is approximated, the floor need not hold.

In electronic structure, the bound covers the grand-canonical ensemble of a finite orbital basis, with H − μN on Fock space in place of H, where μ is the chemical potential and N the electron-number operator. It does not apply directly to a one-particle density matrix γ. The trace of γ is the mean electron number, in general not one, and −tr(γ log γ) is in general not the entropy of the state on Fock space.

## From eigenvector overlaps to a sum of nonnegative terms

Write ρ = U diag(p) U† and σ = W diag(q) W†, with U and W unitary, p_i ≥ 0, q_j > 0, and both p and q summing to one. Logarithms act on the eigenvalues. Put V = U†W and M_ij = |V_ij|², the transition probability between eigenvector i of ρ and eigenvector j of σ.

For real vectors x and y, cyclicity of the trace gives

tr(U diag(x) U† W diag(y) W†) = tr(diag(x) V diag(y) V†) = Σ_ij M_ij x_i y_j.

Hence tr(ρ log σ) = Σ_ij M_ij p_i log q_j. When both bases are U, the overlap matrix is the identity, and tr(ρ log ρ) = Σ_i p_i log p_i.

Since V is unitary, every row and every column of M sums to one. Therefore

Σ_i p_i log p_i = Σ_ij M_ij p_i log p_i,

Σ_ij M_ij p_i = 1 = Σ_ij M_ij q_j.

The last two sums cancel, so they can be inserted into the difference of the traces:

tr(ρ log ρ) − tr(ρ log σ) = Σ_ij M_ij k(p_i, q_j),

k(a, b) = a(log a − log b) − a + b.

If a = 0, then k = b > 0. If a = b, then k = 0. If a > 0 and a ≠ b, the strict inequality log x < x − 1 at x = b/a, multiplied by a, gives a(log b − log a) < b − a, which is k > 0. Every term of the sum is thus nonnegative, and the inequality follows.

Equality forces every term to vanish, so for each pair either M_ij = 0 or p_i = q_j. In both cases p_i V_ij = V_ij q_j, that is,

diag(p) V = V diag(q).

Multiplying by U on the left and W† on the right gives ρ = σ. Conversely, ρ = σ gives back the same matrix equation, and every term vanishes.

For the Gibbs state, H = W diag(E) W† and log q_j = −βE_j − log Z. Because Σ_ij M_ij p_i = 1,

tr(ρ log σ) = −β tr(ρH) − log Z,

and Klein's inequality becomes the free-energy bound.

The same overlap argument works for any differentiable convex function f on an open interval containing the eigenvalues of two Hermitian matrices A and B:

tr(f(A) − f(B) − (A − B) f′(B)) ≥ 0.

Here k(a, b) is replaced by f(a) − f(b) − (a − b) f′(b), which is nonnegative because a convex function lies above its tangents. This general form also carries Klein's name; the code below treats f(x) = x log x, for which this expression equals k(a, b), with both traces equal to one. It also allows A = ρ to have zero eigenvalues, where f has no derivative; the argument needs f′ only at the eigenvalues of B = σ, which are positive.

## The Lean file

```lean
import Mathlib

open Matrix

namespace KleinInequality

noncomputable section

variable {n : Type*} [Fintype n] [DecidableEq n]

/-- The matrix `U diag(x) U†` for a square matrix `U` and a real vector `x`. -/
def spectral (U : Matrix n n ℂ) (x : n → ℝ) : Matrix n n ℂ :=
  U * diagonal (fun i => (x i : ℂ)) * Uᴴ

/-- The squared overlap `|⟨u_i, w_j⟩|²` of column `i` of `U` and column `j` of `W`; for unitary `U`
and `W` it is a transition probability. -/
def overlap (U W : Matrix n n ℂ) (i j : n) : ℝ := Complex.normSq ((Uᴴ * W) i j)

/-- The partition function of the energy levels `E` at inverse temperature `β`. -/
def partitionFn (β : ℝ) (E : n → ℝ) : ℝ := ∑ j, Real.exp (-(β * E j))

/-- The Boltzmann weights of the energy levels `E` at inverse temperature `β`. -/
def gibbs (β : ℝ) (E : n → ℝ) (j : n) : ℝ := Real.exp (-(β * E j)) / partitionFn β E

/-- The trace of `U diag(x) U† W diag(y) W†` is the real sum of the products `x i * y j` weighted by
the squared overlaps of the columns of `U` and `W`. -/
theorem trace_spectral_mul (U W : Matrix n n ℂ) (x y : n → ℝ) :
    (spectral U x * spectral W y).trace =
      ((∑ i, ∑ j, overlap U W i j * (x i * y j) : ℝ) : ℂ) := by
  have h1 : spectral U x * spectral W y = U * (diagonal (fun i => (x i : ℂ)) *
      (Uᴴ * W) * diagonal (fun i => (y i : ℂ)) * Wᴴ) := by
    simp only [spectral, Matrix.mul_assoc]
  have h2 : diagonal (fun i => (x i : ℂ)) * (Uᴴ * W) * diagonal (fun i => (y i : ℂ)) * Wᴴ * U
      = diagonal (fun i => (x i : ℂ)) * (Uᴴ * W) * diagonal (fun i => (y i : ℂ)) *
        (Uᴴ * W)ᴴ := by
    rw [conjTranspose_mul, conjTranspose_conjTranspose, Matrix.mul_assoc _ Wᴴ U]
  rw [h1, Matrix.trace_mul_comm, h2]
  unfold overlap
  generalize Uᴴ * W = V
  rw [Complex.ofReal_sum]
  refine Finset.sum_congr rfl fun i _ => ?_
  rw [Complex.ofReal_sum, Matrix.diag_apply, Matrix.mul_apply]
  refine Finset.sum_congr rfl fun j _ => ?_
  rw [mul_diagonal, diagonal_mul, conjTranspose_apply]
  have h3 : V i j * star (V i j) = (Complex.normSq (V i j) : ℂ) := Complex.mul_conj _
  push_cast
  rw [← h3]
  ring

/-- The transition probabilities out of a fixed basis state sum to one. -/
theorem overlap_row {U W : Matrix n n ℂ} (hU : U ∈ unitaryGroup n ℂ)
    (hW : W ∈ unitaryGroup n ℂ) (i : n) : ∑ j, overlap U W i j = 1 := by
  have hU' : Uᴴ * U = 1 := mem_unitaryGroup_iff'.mp hU
  have hW' : W * Wᴴ = 1 := mem_unitaryGroup_iff.mp hW
  have h : (Uᴴ * W) * (Uᴴ * W)ᴴ = 1 := by
    rw [conjTranspose_mul, conjTranspose_conjTranspose]
    calc Uᴴ * W * (Wᴴ * U) = Uᴴ * (W * Wᴴ) * U := by simp only [Matrix.mul_assoc]
      _ = 1 := by rw [hW', Matrix.mul_one, hU']
  have h2 := congrFun (congrFun h i) i
  rw [Matrix.mul_apply, one_apply_eq] at h2
  have h3 : ((∑ j, overlap U W i j : ℝ) : ℂ) = 1 := by
    refine Eq.trans ?_ h2
    rw [Complex.ofReal_sum]
    refine Finset.sum_congr rfl fun j _ => ?_
    rw [conjTranspose_apply]
    exact (Complex.mul_conj _).symm
  exact_mod_cast h3

omit [DecidableEq n] in
/-- Squared overlaps are unchanged when the two matrices and the two indices are swapped. -/
theorem overlap_symm (U W : Matrix n n ℂ) (i j : n) : overlap U W i j = overlap W U j i := by
  have h : (Wᴴ * U) j i = star ((Uᴴ * W) i j) := by
    rw [← conjTranspose_apply, conjTranspose_mul, conjTranspose_conjTranspose]
  unfold overlap
  rw [h]
  exact (Complex.normSq_conj _).symm

/-- Two spectral matrices coincide exactly when basis states with nonzero overlap carry
equal spectral values. -/
theorem spectral_eq_iff {U W : Matrix n n ℂ} (hU : U ∈ unitaryGroup n ℂ)
    (hW : W ∈ unitaryGroup n ℂ) (p q : n → ℝ) :
    spectral U p = spectral W q ↔ ∀ i j, overlap U W i j = 0 ∨ p i = q j := by
  have hU1 : Uᴴ * U = 1 := mem_unitaryGroup_iff'.mp hU
  have hU2 : U * Uᴴ = 1 := mem_unitaryGroup_iff.mp hU
  have hW1 : Wᴴ * W = 1 := mem_unitaryGroup_iff'.mp hW
  have hW2 : W * Wᴴ = 1 := mem_unitaryGroup_iff.mp hW
  constructor
  · intro h i j
    -- sandwich the equation between the two bases
    have e : diagonal (fun i => (p i : ℂ)) * (Uᴴ * W) =
        (Uᴴ * W) * diagonal (fun i => (q i : ℂ)) := by
      calc _ = (Uᴴ * U) * (diagonal (fun i => (p i : ℂ)) * (Uᴴ * W)) := by
            rw [hU1, Matrix.one_mul]
        _ = Uᴴ * spectral U p * W := by simp only [spectral, Matrix.mul_assoc]
        _ = Uᴴ * spectral W q * W := by rw [h]
        _ = (Uᴴ * W) * diagonal (fun i => (q i : ℂ)) * (Wᴴ * W) := by
            simp only [spectral, Matrix.mul_assoc]
        _ = _ := by rw [hW1, Matrix.mul_one]
    have e' := congrFun (congrFun e i) j
    rw [diagonal_mul, mul_diagonal] at e'
    by_cases hv : (Uᴴ * W) i j = 0
    · left
      simp [overlap, hv]
    · right
      have := mul_right_cancel₀ hv (e'.trans (mul_comm _ _))
      exact_mod_cast this
  · intro h
    have e : diagonal (fun i => (p i : ℂ)) * (Uᴴ * W) =
        (Uᴴ * W) * diagonal (fun i => (q i : ℂ)) := by
      ext i j
      rw [diagonal_mul, mul_diagonal]
      rcases h i j with h | h
      · have hv : (Uᴴ * W) i j = 0 := Complex.normSq_eq_zero.mp h
        rw [hv, mul_zero, zero_mul]
      · rw [h, mul_comm]
    calc spectral U p = spectral U p * (W * Wᴴ) := by rw [hW2, Matrix.mul_one]
      _ = U * (diagonal (fun i => (p i : ℂ)) * (Uᴴ * W)) * Wᴴ := by
          simp only [spectral, Matrix.mul_assoc]
      _ = U * ((Uᴴ * W) * diagonal (fun i => (q i : ℂ))) * Wᴴ := by rw [e]
      _ = (U * Uᴴ) * spectral W q := by simp only [spectral, Matrix.mul_assoc]
      _ = spectral W q := by rw [hU2, Matrix.one_mul]

/-- For numbers `a ≥ 0` and `b > 0` with `a ≠ b`, `a (log a - log b) - a + b` is positive. -/
theorem scalar_klein {a b : ℝ} (ha : 0 ≤ a) (hb : 0 < b) (hab : a ≠ b) :
    0 < a * (Real.log a - Real.log b) - a + b := by
  rcases ha.eq_or_lt with rfl | ha
  · simpa using hb
  · have h := Real.log_lt_sub_one_of_pos (div_pos hb ha)
      (fun h => hab ((div_eq_one_iff_eq ha.ne').mp h).symm)
    rw [Real.log_div hb.ne' ha.ne'] at h
    have h1 := mul_lt_mul_of_pos_left h ha
    have h2 : a * (b / a - 1) = b - a := by field_simp
    linarith

/-- For unitary `U`, `W` and real spectral values `p`, `q` that each sum to one, the difference of
the real parts of the two traces is a sum of scalar terms weighted by transition probabilities. Here
`log` is Lean's real logarithm, and no signs are assumed for `p` and `q`. -/
theorem klein_gap {U W : Matrix n n ℂ} (hU : U ∈ unitaryGroup n ℂ)
    (hW : W ∈ unitaryGroup n ℂ) {p q : n → ℝ} (hp : ∑ i, p i = 1) (hq : ∑ j, q j = 1) :
    (spectral U p * spectral U (fun i => Real.log (p i))).trace.re -
      (spectral U p * spectral W (fun j => Real.log (q j))).trace.re =
    ∑ i, ∑ j, overlap U W i j * (p i * (Real.log (p i) - Real.log (q j)) - p i + q j) := by
  have hU' : Uᴴ * U = 1 := mem_unitaryGroup_iff'.mp hU
  have hr : ∀ f : n → ℝ, ∑ i, ∑ j, overlap U W i j * f i = ∑ i, f i := fun f =>
    Finset.sum_congr rfl fun i _ => by rw [← Finset.sum_mul, overlap_row hU hW, one_mul]
  have hc : ∑ i, ∑ j, overlap U W i j * q j = ∑ j, q j := by
    rw [Finset.sum_comm]
    refine Finset.sum_congr rfl fun j _ => ?_
    simp only [overlap_symm U W]
    rw [← Finset.sum_mul, overlap_row hW hU, one_mul]
  -- in its own eigenbasis only the diagonal terms survive
  have hs : ∑ i, ∑ j, overlap U U i j * (p i * Real.log (p j)) =
      ∑ i, p i * Real.log (p i) := by
    refine Finset.sum_congr rfl fun i _ => ?_
    rw [Finset.sum_eq_single i]
    · simp [overlap, hU']
    · intro j _ hj
      simp [overlap, hU', Matrix.one_apply_ne hj.symm]
    · simp
  have h1 : ∑ i, ∑ j, overlap U W i j * (p i * Real.log (p i)) =
      ∑ i, p i * Real.log (p i) := hr (fun i => p i * Real.log (p i))
  have h2 := hr p
  have h3 : ∑ i, ∑ j, overlap U W i j *
        (p i * (Real.log (p i) - Real.log (q j)) - p i + q j) =
      ∑ i, ∑ j, overlap U W i j * (p i * Real.log (p i)) -
      ∑ i, ∑ j, overlap U W i j * (p i * Real.log (q j)) -
      ∑ i, ∑ j, overlap U W i j * p i + ∑ i, ∑ j, overlap U W i j * q j := by
    simp only [← Finset.sum_sub_distrib, ← Finset.sum_add_distrib]
    refine Finset.sum_congr rfl fun i _ => Finset.sum_congr rfl fun j _ => ?_
    ring
  rw [trace_spectral_mul, trace_spectral_mul, Complex.ofReal_re, Complex.ofReal_re]
  linarith

/-- Klein inequality: `tr(ρ log σ) ≤ tr(ρ log ρ)` for density matrices `ρ` and `σ` with `σ`
of full rank, and equality holds exactly when `ρ = σ`. -/
theorem klein_inequality {U W : Matrix n n ℂ} (hU : U ∈ unitaryGroup n ℂ)
    (hW : W ∈ unitaryGroup n ℂ) {p q : n → ℝ} (hp0 : ∀ i, 0 ≤ p i) (hq0 : ∀ j, 0 < q j)
    (hp : ∑ i, p i = 1) (hq : ∑ j, q j = 1) :
    (spectral U p * spectral W (fun j => Real.log (q j))).trace.re ≤
      (spectral U p * spectral U (fun i => Real.log (p i))).trace.re ∧
    ((spectral U p * spectral W (fun j => Real.log (q j))).trace.re =
      (spectral U p * spectral U (fun i => Real.log (p i))).trace.re ↔
        spectral U p = spectral W q) := by
  have gap := klein_gap hU hW hp hq
  have hnn : ∀ i j, 0 ≤ overlap U W i j *
      (p i * (Real.log (p i) - Real.log (q j)) - p i + q j) := by
    intro i j
    refine mul_nonneg (Complex.normSq_nonneg _) ?_
    by_cases h : p i = q j
    · rw [h]
      simp
    · exact (scalar_klein (hp0 i) (hq0 j) h).le
  have hrow := fun i => Finset.sum_nonneg fun j (_ : j ∈ Finset.univ) => hnn i j
  have hsum := Finset.sum_nonneg fun i (_ : i ∈ Finset.univ) => hrow i
  refine ⟨by linarith, ?_⟩
  rw [spectral_eq_iff hU hW]
  constructor
  · -- a vanishing sum of nonnegative terms vanishes term by term
    intro h i j
    rw [h, sub_self] at gap
    have h1 := (Finset.sum_eq_zero_iff_of_nonneg fun i _ => hrow i).mp gap.symm i
      (Finset.mem_univ i)
    have h2 := (Finset.sum_eq_zero_iff_of_nonneg fun j _ => hnn i j).mp h1 j
      (Finset.mem_univ j)
    rcases mul_eq_zero.mp h2 with h3 | h3
    · exact Or.inl h3
    · right
      by_contra hne
      exact (scalar_klein (hp0 i) (hq0 j) hne).ne' h3
  · intro h
    have h0 : ∑ i, ∑ j, overlap U W i j *
        (p i * (Real.log (p i) - Real.log (q j)) - p i + q j) = 0 := by
      refine Finset.sum_eq_zero fun i _ => Finset.sum_eq_zero fun j _ => ?_
      rcases h i j with h | h
      · rw [h, zero_mul]
      · rw [h]
        ring
    linarith

/-- Gibbs variational principle: `β tr(ρH) + tr(ρ log ρ)` is at least `-log Z` for every
density matrix `ρ`, with equality exactly when `ρ` is the Gibbs state of `H`. -/
theorem gibbs_variational {U W : Matrix n n ℂ} (hU : U ∈ unitaryGroup n ℂ)
    (hW : W ∈ unitaryGroup n ℂ) {p : n → ℝ} (hp0 : ∀ i, 0 ≤ p i) (hp : ∑ i, p i = 1)
    (β : ℝ) (E : n → ℝ) :
    -Real.log (partitionFn β E) ≤ β * (spectral U p * spectral W E).trace.re +
      (spectral U p * spectral U (fun i => Real.log (p i))).trace.re ∧
    (-Real.log (partitionFn β E) = β * (spectral U p * spectral W E).trace.re +
      (spectral U p * spectral U (fun i => Real.log (p i))).trace.re ↔
        spectral U p = spectral W (gibbs β E)) := by
  have hne : Nonempty n := by
    by_contra h
    rw [not_nonempty_iff] at h
    simp at hp
  have hZ : 0 < partitionFn β E :=
    Finset.sum_pos (fun j _ => Real.exp_pos _) Finset.univ_nonempty
  have hq : ∑ j, gibbs β E j = 1 := by
    simp only [gibbs]
    rw [← Finset.sum_div]
    exact div_self hZ.ne'
  have hlog : ∀ j, Real.log (gibbs β E j) = -(β * E j) - Real.log (partitionFn β E) := by
    intro j
    rw [gibbs, Real.log_div (Real.exp_ne_zero _) hZ.ne', Real.log_exp]
  -- for the Gibbs state `σ`, `tr(ρ log σ)` has real part `-β tr(ρH) - log Z`
  have hT : (spectral U p * spectral W (fun j => Real.log (gibbs β E j))).trace.re =
      -(β * (spectral U p * spectral W E).trace.re) - Real.log (partitionFn β E) := by
    rw [trace_spectral_mul, trace_spectral_mul, Complex.ofReal_re, Complex.ofReal_re]
    have h1 : ∑ i, ∑ j, overlap U W i j * (p i * Real.log (partitionFn β E)) =
        Real.log (partitionFn β E) := by
      simp only [← Finset.sum_mul, overlap_row hU hW, one_mul, hp]
    have h2 : ∑ i, ∑ j, overlap U W i j * (p i * Real.log (gibbs β E j)) =
        -(β * ∑ i, ∑ j, overlap U W i j * (p i * E j)) -
          ∑ i, ∑ j, overlap U W i j * (p i * Real.log (partitionFn β E)) := by
      simp only [hlog, Finset.mul_sum, ← Finset.sum_neg_distrib, ← Finset.sum_sub_distrib]
      refine Finset.sum_congr rfl fun i _ => Finset.sum_congr rfl fun j _ => ?_
      ring
    rw [h2, h1]
  have hpos : ∀ j, 0 < gibbs β E j := fun j => div_pos (Real.exp_pos _) hZ
  obtain ⟨hle, heq⟩ := klein_inequality (q := gibbs β E) hU hW hp0 hpos hp hq
  rw [hT] at hle heq
  refine ⟨by linarith, ?_⟩
  rw [← heq]
  constructor <;> intro h <;> linarith

end

end KleinInequality
```

```lean
#print axioms KleinInequality.klein_inequality
-- 'KleinInequality.klein_inequality' depends on axioms: [propext, Classical.choice, Quot.sound]
#print axioms KleinInequality.gibbs_variational
-- 'KleinInequality.gibbs_variational' depends on axioms: [propext, Classical.choice, Quot.sound]
```

## What the theorems cover, and how the file reaches them

`spectral U x` is U diag(x) U†, and `overlap U W i j` is M_ij. The finite type `n` labels the basis states. A density matrix enters through its diagonalisation: a unitary matrix and a vector of eigenvalues, with nonnegativity and unit sum as hypotheses. The theorems compare real parts of traces, and `trace_spectral_mul` shows that these traces are real, so nothing is lost.

`klein_inequality` states the bound together with its equality condition. The hypothesis `hq0` says that σ has full rank. Lean sets log 0 = 0, which suits 0 log 0 in ρ but would be wrong for σ, where a zero eigenvalue on an occupied direction should send tr(ρ log σ) to −∞.

`gibbs_variational` needs no positivity hypothesis on the Gibbs weights, since exponentials are positive, and it allows any real β.

The lemmas follow the derivation:

- `overlap_row` gives the row sums, and `overlap_symm` turns them into column sums.
- `klein_gap` writes the difference of traces as the weighted sum of k.
- `scalar_klein` proves k > 0 for unequal arguments, treating a = 0 separately.
- `spectral_eq_iff` translates ρ = σ into the condition on overlaps and eigenvalues.

In the main proof, `Finset.sum_nonneg` yields the inequality, and `Finset.sum_eq_zero_iff_of_nonneg`, applied first to the rows and then within each row, extracts the vanishing of each term. The Gibbs proof computes log q_j in `hlog`, rewrites the trace in `hT`, and applies `klein_inequality`.

The theorems concern exact arithmetic in finite dimension. They give no rounding tolerance, and they do not say whether a given numerical minimisation reaches the Gibbs state: a restricted family of trial states may not contain it, and an optimiser may stop early.
